# The orbital gradient at fixed density matrices: 2(F_pq − F_qp) for each orbital pair

A CASSCF orbital optimizer without an analytic gradient can estimate slopes by finite differences, but that costs extra energy evaluations for every orbital pair and usually leaves a step-size error. If a nonzero analytic gradient is given the wrong sign, a short steepest-descent step raises the energy instead of lowering it. Both the formula and its sign convention therefore matter.

Let h_pq and g_pqrs be the one- and two-electron integrals over finitely many real orthonormal spatial orbitals, with g_pqrs = (pq|rs) in charge-cloud order. Let D_pq and d_pqrs be the spin-summed one- and two-body density matrices of the state, with d in the same index order as g and normalised so that Σ_pr d_pprr = N(N − 1) for N electrons. Up to the constant nuclear repulsion, the energy is

E = Σ_pq D_pq h_pq + ½ Σ_pqrs d_pqrs g_pqrs.

The orbitals are rotated by U = exp(−tκ), so that new orbital p is Σ_a φ_a U_ap. The real matrix κ is antisymmetric, which makes U orthogonal. The expansion coefficients of the state stay fixed, and so do D and d. The claim is

dE/dt at t = 0 equals Σ_{p>q} 2 κ_pq (F_pq − F_qp),

with the generalized Fock matrix

F_mk = Σ_q D_mq h_kq + Σ_qrs d_mqrs g_kqrs.

It requires h and D to be symmetric, and g and d to be unchanged under pqrs → rspq (exchange of the two electrons) and pqrs → qpsr (real orbitals and a real state).

## From the rotation to the Fock matrix

At t = 0, U is the identity and the derivative of U_ap is −κ_ap = κ_pa. The product rule for h_pq(t) = Σ_ab U_ap U_bq h_ab gives

h'_pq = Σ_a κ_pa h_aq + Σ_a κ_qa h_pa.

Multiply by D_pq and sum. Exchanging the names p and q in the second term, and using the symmetry of D and h, turns it into the first. The one-body slope is

2 Σ_pa κ_pa Σ_q D_pq h_aq.

For g there are four terms, one for each index. Write

f_pqrs = d_pqrs Σ_a κ_pa g_aqrs.

The first term is f_pqrs. In the second, g_pars = g_apsr and d_pqrs = d_qpsr, so it is f_qpsr. In the third, g_pqas = g_aspq and d_pqrs = d_rspq, so it is f_rspq. Both symmetries together make the fourth f_srqp. Summed over all indices, the four are equal, and the factor ½ leaves

2 Σ_pa κ_pa Σ_qrs d_pqrs g_aqrs.

Adding the two parts and renaming a as q gives

dE/dt = 2 Σ_pq κ_pq F_pq.

Since κ_pp = 0 and κ_qp = −κ_pq, the terms (p,q) and (q,p) combine into 2 κ_pq (F_pq − F_qp), counted once for p > q.

## Integrals, densities and energy in Lean

The orbitals are the elements of a finite type `n`. One-body quantities are real matrices, and two-body quantities are real functions of four indices.

```lean
import Mathlib

open Matrix Finset

namespace CASSCFOrbitalGradient

noncomputable section

variable {n : Type*} [Fintype n]
```

`TwoBodySymm` states the two permutations. Separate exchange of p and q is not required; real integrals have that symmetry, but a two-body density generally does not.

```lean
/-- Two-body quantities unchanged under pqrs to rspq and under pqrs to qpsr. -/
def TwoBodySymm (g : n → n → n → n → ℝ) : Prop :=
  ∀ p q r s, g p q r s = g r s p q ∧ g p q r s = g q p s r
```

The next definitions transform every index with the same `U`.

```lean
/-- One-electron integrals in the orbitals transformed by `U`. -/
def rotateOne (U h : Matrix n n ℝ) : Matrix n n ℝ :=
  fun p q => ∑ a, ∑ b, U a p * U b q * h a b

/-- Two-electron integrals in the orbitals transformed by `U`. -/
def rotateTwo (U : Matrix n n ℝ) (g : n → n → n → n → ℝ) : n → n → n → n → ℝ :=
  fun p q r s => ∑ a, ∑ b, ∑ c, ∑ e, U a p * U b q * U c r * U e s * g a b c e
```

The energy and the generalized Fock matrix follow the formulas above, including the factor ½ and the order of indices.

```lean
/-- The electronic energy from integrals `h`, `g` and density matrices `D`, `d`. -/
def energy (h : Matrix n n ℝ) (g : n → n → n → n → ℝ)
    (D : Matrix n n ℝ) (d : n → n → n → n → ℝ) : ℝ :=
  ∑ p, ∑ q, D p q * h p q + 1 / 2 * ∑ p, ∑ q, ∑ r, ∑ s, d p q r s * g p q r s

/-- The generalized Fock matrix. -/
def generalFock (h : Matrix n n ℝ) (g : n → n → n → n → ℝ)
    (D : Matrix n n ℝ) (d : n → n → n → n → ℝ) : Matrix n n ℝ :=
  fun m k => ∑ q, D m q * h k q + ∑ q, ∑ r, ∑ s, d m q r s * g k q r s
```

In `rotatedEnergy` only the integrals depend on `t`. `NormedSpace.exp` is the full matrix exponential, not its first-order truncation.

```lean
/-- The energy as a function of `t` when the integrals are rotated by `exp (-t κ)`. -/
def rotatedEnergy [DecidableEq n] (h : Matrix n n ℝ) (g : n → n → n → n → ℝ)
    (D : Matrix n n ℝ) (d : n → n → n → n → ℝ) (κ : Matrix n n ℝ) (t : ℝ) : ℝ :=
  energy (rotateOne (NormedSpace.exp (t • (-κ))) h)
    (rotateTwo (NormedSpace.exp (t • (-κ))) g) D d
```

## First-order change of the integrals

The first lemma differentiates the exponential at zero and then applies the linear map that reads off one entry. A matrix norm is chosen inside the proof because the library's derivative of the exponential is stated for normed algebras.

```lean
/-- Each entry of `exp (t K)` has the matching entry of `K` as its derivative at zero. -/
theorem hasDerivAt_exp_entry [DecidableEq n] (K : Matrix n n ℝ) (i j : n) :
    HasDerivAt (fun t : ℝ => (NormedSpace.exp (t • K) : Matrix n n ℝ) i j) (K i j) 0 := by
  let : NormedRing (Matrix n n ℝ) := Matrix.linftyOpNormedRing
  let : NormedAlgebra ℝ (Matrix n n ℝ) := Matrix.linftyOpNormedAlgebra
  have h0 := hasDerivAt_exp_smul_const K (0 : ℝ)
  let L := LinearMap.toContinuousLinearMap (Matrix.entryLinearMap ℝ ℝ i j)
  refine (L.hasFDerivAt.comp_hasDerivAt (0 : ℝ) h0).congr_deriv ?_
  simp [L]
  rfl
```

The product rule then gives the two terms for h and the four for g. The `simp` calls collapse the sums over identity-matrix entries. Here `K` is a general generator, later set to `-κ`.

```lean
/-- First-order change of the integrals: the generator `K` acts on each index in turn. -/
theorem hasDerivAt_integrals [DecidableEq n] (K h : Matrix n n ℝ)
    (g : n → n → n → n → ℝ) (p q r s : n) :
    HasDerivAt (fun t : ℝ => rotateOne (NormedSpace.exp (t • K)) h p q)
      (∑ a, K a p * h a q + ∑ a, K a q * h p a) 0 ∧
    HasDerivAt (fun t : ℝ => rotateTwo (NormedSpace.exp (t • K)) g p q r s)
      (∑ a, K a p * g a q r s + ∑ a, K a q * g p a r s
        + ∑ a, K a r * g p q a s + ∑ a, K a s * g p q r a) 0 := by
  have hW := hasDerivAt_exp_entry K
  constructor
  · refine (HasDerivAt.fun_sum fun a _ => HasDerivAt.fun_sum fun b _ =>
      ((hW a p).fun_mul (hW b q)).mul_const (h a b)).congr_deriv ?_
    simp [Matrix.one_apply, add_mul, sum_add_distrib, sum_ite_irrel]
  · refine (HasDerivAt.fun_sum fun a _ => HasDerivAt.fun_sum fun b _ =>
      HasDerivAt.fun_sum fun c _ => HasDerivAt.fun_sum fun e _ =>
      ((((hW a p).fun_mul (hW b q)).fun_mul (hW c r)).fun_mul (hW e s)).mul_const
        (g a b c e)).congr_deriv ?_
    simp [Matrix.one_apply, add_mul, sum_add_distrib, sum_ite_irrel]
```

## Equal terms by symmetry

In the one-body lemma, `h2` is the exchange of p and q.

```lean
/-- For symmetric `h` and `D` the two one-body terms of the derivative are equal. -/
theorem oneBody_contraction (K : Matrix n n ℝ) {h D : Matrix n n ℝ}
    (hh : h.IsSymm) (hD : D.IsSymm) :
    ∑ p, ∑ q, D p q * (∑ a, K a p * h a q + ∑ a, K a q * h p a)
      = 2 * ∑ p, ∑ a, K a p * ∑ q, D p q * h a q := by
  have h2 : ∑ p, ∑ q, D p q * ∑ a, K a q * h p a
      = ∑ p, ∑ q, D p q * ∑ a, K a p * h a q := by
    refine sum_comm.trans (sum_congr rfl fun x _ => sum_congr rfl fun y _ => ?_)
    rw [hD.apply x y]
    congr 1
    exact sum_congr rfl fun a _ => by rw [hh.apply a y]
  simp_rw [mul_add, sum_add_distrib]
  rw [h2, ← two_mul]
  congr 1
  refine sum_congr rfl fun p _ => ?_
  simp_rw [mul_sum]
  exact sum_comm.trans (sum_congr rfl fun a _ => sum_congr rfl fun q _ => by ring)
```

In the two-body lemma, `flip` and `swap` relabel the summation indices, `key` rewrites the four terms as f with permuted indices, and `pull` moves the sum over a outward.

```lean
/-- For `g` and `d` with the index symmetries the four two-body terms of the derivative add up to
four times the first. -/
theorem twoBody_contraction (K : Matrix n n ℝ) {g d : n → n → n → n → ℝ}
    (hg : TwoBodySymm g) (hd : TwoBodySymm d) :
    ∑ p, ∑ q, ∑ r, ∑ s, d p q r s * (∑ a, K a p * g a q r s + ∑ a, K a q * g p a r s
        + ∑ a, K a r * g p q a s + ∑ a, K a s * g p q r a)
      = 4 * ∑ p, ∑ a, K a p * ∑ q, ∑ r, ∑ s, d p q r s * g a q r s := by
  -- relabelling of the summation indices
  have flip : ∀ f : n → n → n → n → ℝ,
      ∑ p, ∑ q, ∑ r, ∑ s, f q p s r = ∑ p, ∑ q, ∑ r, ∑ s, f p q r s := fun f =>
    sum_comm.trans (sum_congr rfl fun _ _ => sum_congr rfl fun _ _ => sum_comm)
  have swap : ∀ f : n → n → n → n → ℝ,
      ∑ p, ∑ q, ∑ r, ∑ s, f r s p q = ∑ p, ∑ q, ∑ r, ∑ s, f p q r s := fun f => calc
    _ = ∑ p, ∑ r, ∑ q, ∑ s, f r s p q := sum_congr rfl fun _ _ => sum_comm
    _ = ∑ r, ∑ p, ∑ q, ∑ s, f r s p q := sum_comm
    _ = ∑ r, ∑ p, ∑ s, ∑ q, f r s p q :=
      sum_congr rfl fun _ _ => sum_congr rfl fun _ _ => sum_comm
    _ = ∑ r, ∑ s, ∑ p, ∑ q, f r s p q := sum_congr rfl fun _ _ => sum_comm
  let f : n → n → n → n → ℝ := fun p q r s => d p q r s * ∑ a, K a p * g a q r s
  have key : ∀ p q r s, d p q r s * (∑ a, K a p * g a q r s + ∑ a, K a q * g p a r s
        + ∑ a, K a r * g p q a s + ∑ a, K a s * g p q r a)
      = f p q r s + f q p s r + f r s p q + f s r q p := by
    intro p q r s
    have e2 : ∑ a, K a q * g p a r s = ∑ a, K a q * g a p s r :=
      sum_congr rfl fun a _ => by rw [(hg p a r s).2]
    have e3 : ∑ a, K a r * g p q a s = ∑ a, K a r * g a s p q :=
      sum_congr rfl fun a _ => by rw [(hg p q a s).1]
    have e4 : ∑ a, K a s * g p q r a = ∑ a, K a s * g a r q p :=
      sum_congr rfl fun a _ => by rw [(hg p q r a).1, (hg r a p q).2]
    simp only [f]
    rw [e2, e3, e4, ← (hd p q r s).2, ← (hd p q r s).1,
      ← (hd r s p q).2, ← (hd p q r s).1]
    ring
  have pull : ∑ p, ∑ q, ∑ r, ∑ s, f p q r s
      = ∑ p, ∑ a, K a p * ∑ q, ∑ r, ∑ s, d p q r s * g a q r s := by
    refine sum_congr rfl fun p _ => Eq.symm ?_
    simp only [f, mul_sum]
    refine sum_comm.trans (sum_congr rfl fun q _ => ?_)
    refine sum_comm.trans (sum_congr rfl fun r _ => ?_)
    refine sum_comm.trans (sum_congr rfl fun s _ => ?_)
    exact sum_congr rfl fun a _ => by ring
  simp_rw [key, sum_add_distrib]
  rw [flip f, swap f, swap (fun p q r s => f q p s r), flip f, pull]
  ring
```

## The slope and its independent pairs

`HasDerivAt` says that the energy is differentiable at t = 0 with the stated slope. The proof joins the two contractions, and `hF` uses the antisymmetry hypothesis `hκ` to identify their sum with κ contracted with F.

```lean
/-- Under the symmetry hypotheses and for antisymmetric `κ`, the slope of the energy at `t = 0` is
twice the full contraction of `κ` with the generalized Fock matrix. -/
theorem hasDerivAt_energy_full [DecidableEq n] {h D κ : Matrix n n ℝ}
    {g d : n → n → n → n → ℝ} (hh : h.IsSymm) (hD : D.IsSymm)
    (hg : TwoBodySymm g) (hd : TwoBodySymm d) (hκ : κᵀ = -κ) :
    HasDerivAt (rotatedEnergy h g D d κ)
      (2 * ∑ p, ∑ q, κ p q * generalFock h g D d p q) 0 := by
  have anti : ∀ p q, κ p q = -κ q p := fun p q => congrFun (congrFun hκ q) p
  have h1 := fun p q => (hasDerivAt_integrals (-κ) h g p q p q).1
  have h2 := fun p q r s => (hasDerivAt_integrals (-κ) h g p q r s).2
  refine ((HasDerivAt.fun_sum fun p _ => HasDerivAt.fun_sum fun q _ =>
    (h1 p q).const_mul (D p q)).fun_add
    ((HasDerivAt.fun_sum fun p _ => HasDerivAt.fun_sum fun q _ =>
      HasDerivAt.fun_sum fun r _ => HasDerivAt.fun_sum fun s _ =>
      (h2 p q r s).const_mul (d p q r s)).const_mul (1 / 2))).congr_deriv ?_
  rw [oneBody_contraction (-κ) hh hD, twoBody_contraction (-κ) hg hd]
  have hF : ∑ p, ∑ a, κ p a * generalFock h g D d p a
      = ∑ p, ∑ a, (-κ) a p * ∑ q, D p q * h a q
        + ∑ p, ∑ a, (-κ) a p * ∑ q, ∑ r, ∑ s, d p q r s * g a q r s := by
    simp_rw [← sum_add_distrib]
    refine sum_congr rfl fun p _ => sum_congr rfl fun a _ => ?_
    rw [anti p a, generalFock, Matrix.neg_apply]
    ring
  rw [hF]
  ring
```

The main theorem adds a linear order on the orbitals, needed only to name the pairs. The filter `q < p` is the condition p > q, and the three cases of `lt_trichotomy` are the two orderings and the diagonal.

```lean
/-- Under the symmetry hypotheses and for antisymmetric `κ`, the slope of the energy at `t = 0` is
the sum over pairs `p > q` of `2 κ_pq (F_pq - F_qp)`. -/
theorem orbital_gradient [LinearOrder n] {h D κ : Matrix n n ℝ}
    {g d : n → n → n → n → ℝ} (hh : h.IsSymm) (hD : D.IsSymm)
    (hg : TwoBodySymm g) (hd : TwoBodySymm d) (hκ : κᵀ = -κ) :
    HasDerivAt (rotatedEnergy h g D d κ)
      (∑ p, ∑ q with q < p,
        2 * κ p q * (generalFock h g D d p q - generalFock h g D d q p)) 0 := by
  refine (hasDerivAt_energy_full hh hD hg hd hκ).congr_deriv ?_
  generalize generalFock h g D d = F
  have anti : ∀ p q, κ p q = -κ q p := fun p q => congrFun (congrFun hκ q) p
  simp_rw [sum_filter]
  have split : ∑ p, ∑ q, (if q < p then 2 * κ p q * (F p q - F q p) else 0)
      = ∑ p, ∑ q, (if q < p then 2 * κ p q * F p q else 0)
        - ∑ p, ∑ q, (if q < p then 2 * κ p q * F q p else 0) := by
    simp_rw [← sum_sub_distrib]
    refine sum_congr rfl fun p _ => sum_congr rfl fun q _ => ?_
    split_ifs <;> ring
  have swap : ∑ p, ∑ q, (if q < p then 2 * κ p q * F q p else 0)
      = ∑ p, ∑ q, (if p < q then 2 * κ q p * F p q else 0) := sum_comm
  rw [split, swap]
  simp_rw [← sum_sub_distrib, mul_sum]
  refine sum_congr rfl fun p _ => sum_congr rfl fun q _ => ?_
  -- each ordered pair is counted once; the diagonal of `κ` vanishes
  rcases lt_trichotomy p q with hpq | hpq | hpq
  · rw [if_neg (lt_asymm hpq), if_pos hpq]
    linear_combination 2 * F p q * anti p q
  · subst hpq
    have h0 : κ p p = 0 := by linarith [anti p p]
    simp [h0]
  · rw [if_pos hpq, if_neg (lt_asymm hpq)]
    ring
```

For a single pair, κ has entry 1 at (p,q) and −1 at (q,p); if p = q, both the rotation and the slope vanish.

```lean
/-- Under the symmetry hypotheses, rotating a single orbital pair changes the energy at the rate `2
(F_pq - F_qp)` at `t = 0`. -/
theorem pair_rotation_gradient [DecidableEq n] {h D : Matrix n n ℝ}
    {g d : n → n → n → n → ℝ} (hh : h.IsSymm) (hD : D.IsSymm)
    (hg : TwoBodySymm g) (hd : TwoBodySymm d) (p q : n) :
    HasDerivAt (rotatedEnergy h g D d (Matrix.single p q 1 - Matrix.single q p 1))
      (2 * (generalFock h g D d p q - generalFock h g D d q p)) 0 := by
  refine (hasDerivAt_energy_full hh hD hg hd (by simp)).congr_deriv ?_
  simp [Matrix.single_apply, sub_mul, sum_sub_distrib, ite_and, sum_ite_irrel]
```

For real orbitals in a finite basis and fixed density matrices, these slopes are the elements of the orbital gradient at the current orbitals, and all of them vanish exactly when F is symmetric. The theorems do not treat the response of the expansion coefficients, second derivatives or convergence. Nor do they require D and d to come from an actual wavefunction or an active space.

## Closed shells and a two-site example

For a closed-shell determinant, the two-body density is built from D.

```lean
/-- The two-body density of a closed-shell determinant with one-body density `D`. -/
def closedShell (D : Matrix n n ℝ) : n → n → n → n → ℝ :=
  fun p q r s => D p q * D r s - 1 / 2 * (D p s * D r q)
```

Inserting it into F leaves D contracted with the ordinary Fock matrix, which is h plus a Coulomb term minus half an exchange term. The proof relabels q and s in the exchange part.

```lean
/-- For the closed-shell density the generalized Fock matrix is `D` contracted with the Fock matrix,
which is `h` plus a Coulomb term minus half an exchange term. -/
theorem generalFock_closedShell (h D : Matrix n n ℝ) (g : n → n → n → n → ℝ) (m k : n) :
    generalFock h g D (closedShell D) m k
      = ∑ q, D m q * (h k q + ∑ r, ∑ s, D r s * (g k q r s - 1 / 2 * g k s r q)) := by
  have exch : ∑ q, ∑ r, ∑ s, D m s * D r q * g k q r s
      = ∑ q, ∑ r, ∑ s, D m q * D r s * g k s r q := calc
    _ = ∑ r, ∑ q, ∑ s, D m s * D r q * g k q r s := sum_comm
    _ = ∑ r, ∑ s, ∑ q, D m s * D r q * g k q r s := sum_congr rfl fun _ _ => sum_comm
    _ = ∑ s, ∑ r, ∑ q, D m s * D r q * g k q r s := sum_comm
  have split : ∑ q, ∑ r, ∑ s, closedShell D m q r s * g k q r s
      = ∑ q, ∑ r, ∑ s, D m q * D r s * g k q r s
        - 1 / 2 * ∑ q, ∑ r, ∑ s, D m s * D r q * g k q r s := by
    simp_rw [mul_sum, ← sum_sub_distrib]
    refine sum_congr rfl fun q _ => sum_congr rfl fun r _ => sum_congr rfl fun s _ => ?_
    rw [closedShell]
    ring
  rw [generalFock, split, exch]
  simp_rw [mul_sum, ← sum_sub_distrib, ← sum_add_distrib]
  refine sum_congr rfl fun q _ => ?_
  rw [mul_add, mul_sum]
  congr 1
  refine sum_congr rfl fun r _ => ?_
  rw [mul_sum]
  exact sum_congr rfl fun s _ => by ring
```

The example has two sites, h_01 = h_10 = 1, unit on-site repulsion, and both electrons on site 0.

```lean
/-- On-site repulsion of unit strength on two sites. -/
def onSite : Fin 2 → Fin 2 → Fin 2 → Fin 2 → ℝ :=
  fun p q r s => if p = q ∧ q = r ∧ r = s then 1 else 0
```

All symmetry hypotheses are checked for these matrices. By hand, F_01 = D_00 h_10 = 2 and F_10 = 0; the repulsion contributes to neither. With κ_10 = 1 the slope is therefore 2 · (−2) = −4, and this rotation initially lowers the energy.

```lean
/-- Two sites with unit hopping and on-site repulsion, both electrons on the first site,
meet the symmetry hypotheses and have `F_10 - F_01 = -2`. -/
theorem orbital_gradient_witness :
    (!![0, 1; 1, 0] : Matrix (Fin 2) (Fin 2) ℝ).IsSymm ∧
    (!![2, 0; 0, 0] : Matrix (Fin 2) (Fin 2) ℝ).IsSymm ∧
    TwoBodySymm onSite ∧ TwoBodySymm (closedShell !![2, 0; 0, 0]) ∧
    (!![0, -1; 1, 0] : Matrix (Fin 2) (Fin 2) ℝ)ᵀ = -!![0, -1; 1, 0] ∧
    generalFock !![0, 1; 1, 0] onSite !![2, 0; 0, 0] (closedShell !![2, 0; 0, 0]) 1 0
      - generalFock !![0, 1; 1, 0] onSite !![2, 0; 0, 0] (closedShell !![2, 0; 0, 0]) 0 1
      = -2 := by
  refine ⟨?_, ?_, ?_, ?_, ?_, ?_⟩
  · ext i j
    fin_cases i <;> fin_cases j <;> simp
  · ext i j
    fin_cases i <;> fin_cases j <;> simp
  · intro p q r s
    fin_cases p <;> fin_cases q <;> fin_cases r <;> fin_cases s <;> simp [onSite]
  · intro p q r s
    fin_cases p <;> fin_cases q <;> fin_cases r <;> fin_cases s <;> simp [closedShell]
  · ext i j
    fin_cases i <;> fin_cases j <;> simp
  · norm_num [generalFock, closedShell, onSite, Fin.sum_univ_two]

end

end CASSCFOrbitalGradient
```

```lean
#print axioms CASSCFOrbitalGradient.orbital_gradient
#print axioms CASSCFOrbitalGradient.pair_rotation_gradient
#print axioms CASSCFOrbitalGradient.generalFock_closedShell
```

```
'CASSCFOrbitalGradient.orbital_gradient' depends on axioms: [propext, Classical.choice, Quot.sound]
'CASSCFOrbitalGradient.pair_rotation_gradient' depends on axioms: [propext, Classical.choice, Quot.sound]
'CASSCFOrbitalGradient.generalFock_closedShell' depends on axioms: [propext, Classical.choice, Quot.sound]
```
